# For identical π orbitals on planar sites, the plane-wave photoemission amplitude is a product of three factors

Ultraviolet light ejects an electron from a π orbital of a flat molecule, and a detector records the intensity as a function of the photoelectron's wave vector k. The map has bright lobes and dark lines. The pattern depends on the molecular orbital, on the atomic orbitals from which it is built, and on the polarisation of the light. Can the three contributions be separated?

They can in a one-electron model where the photoelectron leaves as a plane wave and the light has a uniform vector potential A. Up to constants, the transition amplitude is then

M(k) = ∫ exp(−ik·r) A·∇ψ(r) d³r.

The initial state ψ is a finite linear combination of copies of one atomic orbital φ, centred in the plane z = 0, with φ odd in z.

```lean
import Mathlib

open MeasureTheory Complex

namespace PlanarPhotoemission

noncomputable section
```

## The ingredients of the amplitude

Positions and wave vectors share one Euclidean space. Lean numbers the components 0, 1, 2 for x, y, z.

```lean
/-- Three-dimensional position or wave-vector space. -/
abbrev Space := EuclideanSpace ℝ (Fin 3)
```

The conjugated final state is w(r) = exp(−ik·r). This replaces the true scattering state, so the photoelectron feels neither the ion left behind nor any substrate.

```lean
/-- The conjugated plane wave `exp(-i k·r)` of the photoelectron. -/
def planeWave (k r : Space) : ℂ := Complex.exp (-I * ((inner ℝ k r : ℝ) : ℂ))
```

The Fourier integral carries no prefactor:

φ̂(k) = ∫ exp(−ik·r) φ(r) d³r.

```lean
/-- The unnormalised Fourier integral of a wave function at wave vector `k`. -/
def orbitalFT (f : Space → ℂ) (k : Space) : ℂ := ∫ r, planeWave k r * f r
```

The polarisation may be complex, which admits circular light. The product A·k = Σ_i A_i k_i is bilinear, with no conjugation. For A = (1, i, 0) it equals k_x + i k_y.

```lean
/-- The product `A·k` of a complex polarisation vector and a real wave vector. -/
def polDot (A : Fin 3 → ℂ) (k : Space) : ℂ := ∑ i, A i * ((k i : ℝ) : ℂ)
```

Likewise A·∇f = Σ_i A_i ∂f/∂x_i. In Lean, each partial derivative is the Fréchet derivative `fderiv ℝ f r` applied to a unit vector.

```lean
/-- The derivative `A·∇f` for a complex polarisation vector `A`. -/
def gradDot (A : Fin 3 → ℂ) (f : Space → ℂ) (r : Space) : ℂ :=
  ∑ i, A i * fderiv ℝ f r (EuclideanSpace.single i 1)
```

The amplitude uses ∇ where the momentum operator would be −iħ∇; the constant is left out.

```lean
/-- The photoemission integral of `exp(-i k·r) A·∇f` over space. -/
def amplitude (A : Fin 3 → ℂ) (k : Space) (f : Space → ℂ) : ℂ :=
  ∫ r, planeWave k r * gradDot A f r
```

With coefficients c_j and sites R_j, the molecular orbital is

ψ(r) = Σ_j c_j φ(r − R_j).

The type `SchwartzMap Space ℂ` makes φ smooth and rapidly decreasing together with all its derivatives. A Gaussian p_z function z exp(−αr²) with α > 0 qualifies; a Slater function z exp(−ζr) does not, because it is not smooth at the nucleus. All sites carry the same φ, so a molecule with different elements in its π system is not covered.

```lean
/-- A molecular orbital built from copies of one atomic orbital at sites `R j`. -/
def molecularOrbital {n : ℕ} (c : Fin n → ℂ) (R : Fin n → Space)
    (φ : SchwartzMap Space ℂ) (r : Space) : ℂ := ∑ j, c j * φ (r - R j)
```

The structure factor contains only the in-plane momentum:

S(k) = Σ_j c_j exp(−i(k_x X_j + k_y Y_j)), where R_j = (X_j, Y_j, Z_j).

```lean
/-- The sum of site coefficients with phases set by the in-plane wave vector. -/
def structureFactor {n : ℕ} (c : Fin n → ℂ) (R : Fin n → Space) (k : Space) : ℂ :=
  ∑ j, c j * Complex.exp (-I * ((k 0 * R j 0 + k 1 * R j 1 : ℝ) : ℂ))
```

Finally, the mirror σ sends (x, y, z) to (x, y, −z). It is built as a linear isometry, so it preserves inner products and volume. Oddness of φ is the condition φ(σr) = −φ(r).

```lean
/-- Reflection in the plane `z = 0`. -/
def mirror : Space ≃ₗᵢ[ℝ] Space where
  toFun r := !₂[r 0, r 1, -r 2]
  invFun r := !₂[r 0, r 1, -r 2]
  map_add' x y := by ext i; fin_cases i <;> simp [add_comm]
  map_smul' a x := by ext i; fin_cases i <;> simp
  left_inv x := by ext i; fin_cases i <;> simp
  right_inv x := by ext i; fin_cases i <;> simp
  norm_map' x := by
    change ‖(!₂[x 0, x 1, -x 2] : Space)‖ = ‖x‖
    simp [EuclideanSpace.norm_eq, Fin.sum_univ_three]
```

## Two properties of the plane wave

Since k·(x + y) = k·x + k·y, the exponential gives

w(x + y) = w(x) w(y).

```lean
/-- A plane wave at a sum of two positions is the product of its values there. -/
theorem planeWave_add (k x y : Space) :
    planeWave k (x + y) = planeWave k x * planeWave k y := by
  simp only [planeWave]
  rw [← Complex.exp_add, inner_add_right]
  congr 1
  push_cast
  ring
```

Also |w(r)| = 1, so |w f| = |f|, and wf is integrable whenever f is. The proof combines this equality of norms with the continuity of w, which supplies measurability.

```lean
/-- Multiplying an integrable function by a plane wave keeps it integrable. -/
theorem integrable_planeWave_mul (k : Space) {f : Space → ℂ} (hf : Integrable f) :
    Integrable (fun r => planeWave k r * f r) := by
  have hc : Continuous (planeWave k) := by
    unfold planeWave
    fun_prop
  have hn : ∀ r, ‖planeWave k r‖ = 1 := fun r => by
    simp [planeWave, Complex.norm_exp]
  exact hf.mono (hc.aestronglyMeasurable.mul hf.aestronglyMeasurable)
    (.of_forall fun r => by simp [hn])
```

## Moving the gradient onto the plane wave

Along a direction v, the plane wave is w(r + tv) = w(r) exp(−it k·v). Its derivative at t = 0 is

∂_v w = −i(k·v) w.

If f is differentiable, and both f and ∂_v f are integrable, integration by parts then gives

∫ w ∂_v f d³r = −∫ (∂_v w) f d³r = i(k·v) ∫ w f d³r = i(k·v) f̂(k).

The proof turns on Mathlib's theorem `integral_bilinear_hasLineDerivAt_right_eq_neg_left_of_integrable`. It takes two functions with derivatives along a fixed direction and a continuous bilinear product, here multiplication of complex numbers. It requires three products to be integrable: each function times the other's derivative, and the two functions together. No surface term has to be estimated, and neither function needs to be integrable alone. That suits a plane wave, which does not decay: all the decay comes from f.

In the code, `hw` is the derivative of w along v, obtained by differentiating the exponential of a phase linear in t. The three integrability conditions follow from the preceding lemma.

```lean
/-- Integration by parts turns a derivative along `v` into the factor `i k·v`. -/
theorem integral_planeWave_deriv (k v : Space) {f : Space → ℂ}
    (hd : Differentiable ℝ f) (hf : Integrable f)
    (hg : Integrable (fun r => fderiv ℝ f r v)) :
    ∫ r, planeWave k r * fderiv ℝ f r v =
      I * ((inner ℝ k v : ℝ) : ℂ) * orbitalFT f k := by
  -- the directional derivative of the plane wave
  have hw : ∀ x, HasLineDerivAt ℝ (planeWave k)
      (-I * ((inner ℝ k v : ℝ) : ℂ) * planeWave k x) x v := by
    intro x
    have h1 : HasDerivAt (fun t : ℝ => inner ℝ k x + t * inner ℝ k v)
        (inner ℝ k v) 0 :=
      (((hasDerivAt_id' (0 : ℝ)).mul_const (inner ℝ k v)).const_add
        (inner ℝ k x)).congr_deriv (one_mul _)
    have h2 := (h1.ofReal_comp.const_mul (-I)).cexp
    have hfun : (fun t : ℝ => planeWave k (x + t • v)) = fun t : ℝ =>
        Complex.exp (-I * ((inner ℝ k x + t * inner ℝ k v : ℝ) : ℂ)) := by
      funext t
      simp only [planeWave, inner_add_right, real_inner_smul_right]
    change HasDerivAt (fun t : ℝ => planeWave k (x + t • v)) _ 0
    rw [hfun]
    exact h2.congr_deriv (by
      simp only [planeWave, zero_mul, add_zero]
      ring)
  have hi : Integrable (fun r =>
      -I * ((inner ℝ k v : ℝ) : ℂ) * planeWave k r * f r) := by
    simpa only [mul_assoc] using
      (integrable_planeWave_mul k hf).const_mul (-I * ((inner ℝ k v : ℝ) : ℂ))
  have h := integral_bilinear_hasLineDerivAt_right_eq_neg_left_of_integrable
    (μ := volume) (B := ContinuousLinearMap.mul ℝ ℂ)
    hi (integrable_planeWave_mul k hg) (integrable_planeWave_mul k hf)
    (fun x _ => hw x) (fun x _ => (hd x).hasFDerivAt.hasLineDerivAt v)
  simp only [ContinuousLinearMap.mul_apply'] at h
  rw [h, orbitalFT, ← integral_const_mul, ← integral_neg]
  congr 1
  funext r
  ring
```

Take v to be the unit vector along axis i, so that k·v = k_i. Multiplying by A_i and summing,

∫ w A·∇f d³r = Σ_i A_i i k_i f̂(k) = i(A·k) f̂(k).

In Lean, `hterm` is the single component, and `integral_finsetSum` exchanges the finite sum with the integral.

```lean
/-- The photoemission integral of a differentiable function, integrable with its
derivatives, is `i A·k` times its Fourier integral. -/
theorem amplitude_eq (A : Fin 3 → ℂ) (k : Space) {f : Space → ℂ}
    (hd : Differentiable ℝ f) (hf : Integrable f)
    (hg : ∀ v, Integrable (fun r => fderiv ℝ f r v)) :
    amplitude A k f = I * polDot A k * orbitalFT f k := by
  have hterm : ∀ i, ∫ r, planeWave k r *
      (A i * fderiv ℝ f r (EuclideanSpace.single i 1)) =
      A i * (I * ((k i : ℝ) : ℂ) * orbitalFT f k) := by
    intro i
    have hk : inner ℝ k (EuclideanSpace.single i (1 : ℝ)) = k i := by
      rw [EuclideanSpace.inner_single_right]
      simp
    have h := integral_planeWave_deriv k (EuclideanSpace.single i 1) hd hf (hg _)
    rw [hk] at h
    rw [← h, ← integral_const_mul]
    congr 1
    funext r
    ring
  simp only [amplitude, gradDot, Finset.mul_sum]
  rw [integral_finsetSum _ (fun i _ =>
    integrable_planeWave_mul k ((hg (EuclideanSpace.single i 1)).const_mul (A i)))]
  simp only [hterm, polDot]
  rw [Finset.mul_sum, Finset.sum_mul]
  exact Finset.sum_congr rfl fun i _ => by ring
```

## Translating every orbital to the origin

Apply this to f = ψ. It remains to find ψ̂. Substituting r = s + R_j in each term,

∫ w(r) φ(r − R_j) d³r = ∫ w(s + R_j) φ(s) d³s = w(R_j) φ̂(k).

Therefore

M(k) = i(A·k) φ̂(k) Σ_j c_j exp(−ik·R_j).

Neither planarity nor oddness has been used yet. The first half of the proof checks that ψ is differentiable and that ψ and its derivatives are integrable, all inherited from φ. The second half performs the substitution with `integral_sub_right_eq_self` and splits the phase with `planeWave_add`.

```lean
/-- For sites anywhere in space, the photoemission integral is a product of a
polarisation factor, an atomic Fourier integral and a sum of site phases. -/
theorem amplitude_molecularOrbital {n : ℕ} (A : Fin 3 → ℂ) (k : Space)
    (c : Fin n → ℂ) (R : Fin n → Space) (φ : SchwartzMap Space ℂ) :
    amplitude A k (molecularOrbital c R φ) =
      I * polDot A k * orbitalFT φ k * ∑ j, c j * planeWave k (R j) := by
  have hD : ∀ r, HasFDerivAt (molecularOrbital c R φ)
      (∑ j, c j • fderiv ℝ φ (r - R j)) r := by
    intro r
    refine HasFDerivAt.fun_sum fun j _ => ?_
    have h := HasFDerivAt.comp (f := fun x => x - R j) r
      (φ.differentiable (r - R j)).hasFDerivAt ((hasFDerivAt_id r).sub_const (R j))
    rw [ContinuousLinearMap.comp_id] at h
    exact h.const_mul (c j)
  have hs : ∀ j, Integrable (fun r => c j * φ (r - R j)) := fun j =>
    (φ.integrable.comp_sub_right (R j)).const_mul (c j)
  have hφ : Integrable (fun r => fderiv ℝ φ r) :=
    (SchwartzMap.fderivCLM ℝ Space ℂ φ).integrable
  have hg : ∀ v, Integrable (fun r => fderiv ℝ (molecularOrbital c R φ) r v) := by
    intro v
    have h : Integrable (fun r => ∑ j, c j * fderiv ℝ φ (r - R j) v) :=
      MeasureTheory.integrable_finsetSum _ fun j _ =>
        ((hφ.apply_continuousLinearMap v).comp_sub_right (R j)).const_mul (c j)
    have e : (fun r => fderiv ℝ (molecularOrbital c R φ) r v) =
        fun r => ∑ j, c j * fderiv ℝ φ (r - R j) v := by
      funext r
      rw [(hD r).fderiv]
      simp
    rw [e]
    exact h
  rw [amplitude_eq A k (fun r => (hD r).differentiableAt)
    (MeasureTheory.integrable_finsetSum _ fun j _ => hs j) hg, mul_assoc _ (orbitalFT φ k)]
  congr 1
  -- translate each atomic orbital to the origin
  simp only [orbitalFT, molecularOrbital, Finset.mul_sum]
  rw [integral_finsetSum _ (fun j _ => integrable_planeWave_mul k (hs j))]
  refine Finset.sum_congr rfl fun j _ => ?_
  rw [← integral_sub_right_eq_self (fun r => planeWave k r * φ r) (R j),
    ← integral_mul_const]
  congr 1
  funext r
  have h := planeWave_add k (r - R j) (R j)
  rw [sub_add_cancel] at h
  rw [h]
  ring
```

## Oddness in z passes to k_z

Evaluate the Fourier integral at σk and substitute r = σs. The mirror preserves volume, and (σk)·(σs) = k·s, so

φ̂(σk) = ∫ exp(−i(σk)·(σs)) φ(σs) d³s = −∫ exp(−ik·s) φ(s) d³s = −φ̂(k).

The Lean proof takes the same three facts in turn: `measurePreserving` for the volume, `inner_map_map` for the inner product, and `hodd` for the sign.

```lean
/-- The Fourier integral of an orbital odd in `z` is odd in `k_z`. -/
theorem orbitalFT_mirror (φ : SchwartzMap Space ℂ)
    (hodd : ∀ r, φ (mirror r) = -φ r) (k : Space) :
    orbitalFT φ (mirror k) = -orbitalFT φ k := by
  have h := mirror.measurePreserving.integral_comp
    mirror.toHomeomorph.measurableEmbedding (fun r => planeWave (mirror k) r * φ r)
  rw [orbitalFT, ← h, orbitalFT, ← integral_neg]
  congr 1
  funext r
  simp only [planeWave, LinearIsometryEquiv.inner_map_map, hodd, mul_neg]
```

## Factorisation for planar sites

If every Z_j = 0, then k·R_j = k_x X_j + k_y Y_j, and the sum of phases is S(k):

M(k) = i(A·k) φ̂(k) S(k).

The amplitude vanishes if A·k = 0. If k_z = 0, then σk = k, so φ̂(k) = −φ̂(k) and φ̂(k) = 0; the amplitude vanishes again.

In the theorem, `hR` places the sites in the plane and `hodd` is the oddness of φ. The coefficients are arbitrary: ψ need not be normalised or solve a Schrödinger equation. The conclusion has two parts, the product formula and the implication from `polDot A k = 0 ∨ k 2 = 0` to zero amplitude.

```lean
/-- Photoemission from a planar molecular orbital odd in `z` factorises, and its
amplitude vanishes when `A·k = 0` or `k_z = 0`. -/
theorem planar_photoemission {n : ℕ} (A : Fin 3 → ℂ) (k : Space)
    (c : Fin n → ℂ) (R : Fin n → Space) (hR : ∀ j, R j 2 = 0)
    (φ : SchwartzMap Space ℂ) (hodd : ∀ r, φ (mirror r) = -φ r) :
    amplitude A k (molecularOrbital c R φ) =
        I * polDot A k * orbitalFT φ k * structureFactor c R k ∧
      (polDot A k = 0 ∨ k 2 = 0 → amplitude A k (molecularOrbital c R φ) = 0) := by
  constructor
  · rw [amplitude_molecularOrbital]
    congr 1
    refine Finset.sum_congr rfl fun j _ => ?_
    have h : inner ℝ k (R j) = k 0 * R j 0 + k 1 * R j 1 := by
      simp [PiLp.inner_apply, Fin.sum_univ_three, hR j, mul_comm]
    rw [planeWave, h]
  · rw [amplitude_molecularOrbital]
    rintro (h | h)
    · simp [h]
    · -- a wave vector in the plane is its own mirror image
      have hk : mirror k = k := by
        change (!₂[k 0, k 1, -k 2] : Space) = k
        ext i
        fin_cases i <;> simp [h]
      have h0 := orbitalFT_mirror φ hodd k
      rw [hk] at h0
      rw [self_eq_neg.mp h0]
      simp
```

For photoemission maps of planar π systems, this separates the molecular pattern S from the atomic envelope φ̂ and the polarisation factor, within the one-electron, plane-wave model with finitely many identical orbitals. The theorem concerns the amplitude at a given k; energy conservation and the conversion to a measured intensity are not part of it.

## Every dark point has one of three causes

A product of complex numbers is zero exactly when one of its factors is. Since i ≠ 0,

M(k) = 0 if and only if A·k = 0 or φ̂(k) = 0 or S(k) = 0.

The plane k_z = 0 needs no separate entry, because φ̂ vanishes there.

```lean
/-- For a planar molecular orbital odd in `z`, the amplitude is zero exactly when
the polarisation factor, atomic Fourier integral or structure factor is zero. -/
theorem dark_iff {n : ℕ} (A : Fin 3 → ℂ) (k : Space)
    (c : Fin n → ℂ) (R : Fin n → Space) (hR : ∀ j, R j 2 = 0)
    (φ : SchwartzMap Space ℂ) (hodd : ∀ r, φ (mirror r) = -φ r) :
    amplitude A k (molecularOrbital c R φ) = 0 ↔
      polDot A k = 0 ∨ orbitalFT φ k = 0 ∨ structureFactor c R k = 0 := by
  rw [(planar_photoemission A k c R hR φ hodd).1]
  simp [mul_eq_zero, or_assoc]

end

end PlanarPhotoemission
```

## Two sites worked by hand

In dimensionless units, take φ(r) = z exp(−r²/2), with sites R_0 = (0, 0, 0) and R_1 = (2, 0, 0). The Gaussian integral gives

φ̂(k) = −i k_z (2π)^(3/2) exp(−|k|²/2).

At k = (π/2, 0, 1), the relative phase of the second site is exp(−iπ) = −1, and φ̂(k) ≈ −2.78i. Let A = (0, 0, 1), so that A·k = 1.

For the bonding combination c = (1, 1), S = 1 − 1 = 0 and the point is dark. For the antibonding combination c = (1, −1), S = 2 and

M ≈ i · 1 · (−2.78i) · 2 ≈ 5.56.

Both combinations are left unnormalised; normalising ψ would only rescale M. Changing the polarisation to A = (2, 0, −π) gives A·k = π − π = 0, and the antibonding orbital is dark at this k as well.

```lean
#print axioms PlanarPhotoemission.planar_photoemission
#print axioms PlanarPhotoemission.dark_iff
```

```
'PlanarPhotoemission.planar_photoemission' depends on axioms: [propext, Classical.choice, Quot.sound]
'PlanarPhotoemission.dark_iff' depends on axioms: [propext, Classical.choice, Quot.sound]
```
